# A coprime n-pole Padé fit with monic denominator and numerator of lower degree, to mirror-symmetric data at 2n mirrored points, has real coefficients

## Fits, samples and conjugated coefficients

Let $S$ be a finite set of distinct complex sampling points, $u(z)$ the data on it, and $P$, $Q$ complex polynomials. A bar denotes complex conjugation, written `conj` in Lean. The set is mirrored if $\bar z\in S$ whenever $z\in S$; on the imaginary frequency axis this means that $i\omega$ and $-i\omega$ are both sampled. The data are mirror-symmetric if $u(\bar z)=\overline{u(z)}$ on $S$.

This symmetry is assumed. It stands for a property of functions such as
$$\sum_k \frac{r_k}{z-e_k},\qquad r_k,e_k\in\mathbb R,$$
the form taken by the frequency-dependent part of a diagonal self-energy element with real pole energies and real weights. Adding a real static part preserves the symmetry.

```lean
import Mathlib

open Polynomial
open scoped ComplexConjugate

namespace MirroredPade
```

A Padé fit with $n$ poles satisfies
$$\deg P<n,\qquad Q\text{ monic of degree }n,\qquad Q(z)\neq0,\quad \frac{P(z)}{Q(z)}=u(z)\quad(z\in S).$$
In `IsPadeFit`, `S` is a `Finset`, so its points are distinct and `S.card` counts them. The data are a function on all of $\mathbb C$, but only its values on `S` enter. The numerator may be zero, since Lean gives the zero polynomial a degree below every natural number. The general theorems assume that a fit exists, and interpolation is exact, as opposed to least-squares.

```lean
/-- `P / Q` is a Padé fit with `n` poles (counted with multiplicity, before any cancellation) to
the data `u` on the sampling set `S`: `deg P < n`, `Q` is monic of degree `n`, no sampling point
is a zero of `Q`, and `P / Q` equals `u` at every sampling point. -/
structure IsPadeFit (n : ℕ) (S : Finset ℂ) (u : ℂ → ℂ) (P Q : ℂ[X]) : Prop where
  deg_num : P.degree < n
  monic : Q.Monic
  deg_den : Q.natDegree = n
  no_pole : ∀ z ∈ S, Q.eval z ≠ 0
  fit : ∀ z ∈ S, P.eval z / Q.eval z = u z
```

Real coefficients means that every coefficient has zero imaginary part.

```lean
/-- All coefficients of the complex polynomial `P` are real. -/
def HasRealCoeffs (P : ℂ[X]) : Prop := ∀ k, (P.coeff k).im = 0
```

Write $P^*$ for the polynomial with conjugated coefficients: if $P(z)=\sum_k p_kz^k$, then $P^*(z)=\sum_k\overline{p_k}\,z^k$.

```lean
/-- The polynomial whose coefficients are the complex conjugates of those of `P`. -/
noncomputable def conjPoly (P : ℂ[X]) : ℂ[X] := P.map (starRingEnd ℂ)
```

Since $\overline{p_k}=p_k$ exactly when $\operatorname{Im}p_k=0$, $P$ has real coefficients if and only if $P^*=P$. The proof compares coefficients in both directions.

```lean
/-- A polynomial has real coefficients exactly when conjugating them changes nothing. -/
theorem hasRealCoeffs_iff (P : ℂ[X]) : HasRealCoeffs P ↔ conjPoly P = P := by
  constructor
  · intro h
    ext1 k
    rw [conjPoly, coeff_map]
    exact Complex.conj_eq_iff_im.2 (h k)
  · intro h k
    have hk := congrArg (fun R : ℂ[X] => R.coeff k) h
    simp only [conjPoly, coeff_map] at hk
    exact Complex.conj_eq_iff_im.1 hk
```

## Conjugation produces a second fit

Conjugating the value of $P$ at the mirror point gives
$$\overline{P(\bar z)}=\overline{\sum_k p_k\bar z^k}=\sum_k\overline{p_k}\,z^k=P^*(z).$$
The Lean proof expands both evaluations as these sums and moves the conjugation inside.

```lean
/-- The polynomial with conjugated coefficients takes at `z` the conjugate of the value of `P`
at the mirror point `conj z`. -/
theorem eval_conjPoly (P : ℂ[X]) (z : ℂ) :
    (conjPoly P).eval z = conj (P.eval (conj z)) := by
  rw [conjPoly, eval_map, eval₂_eq_sum_range, eval_eq_sum_range, map_sum]
  simp
```

Now let $S$ be mirrored and $u$ mirror-symmetric. Conjugation preserves degrees and the leading coefficient 1. For $z\in S$, the point $\bar z$ is also sampled, so $Q^*(z)=\overline{Q(\bar z)}\neq0$ and
$$\frac{P^*(z)}{Q^*(z)}=\overline{\left(\frac{P(\bar z)}{Q(\bar z)}\right)}=\overline{u(\bar z)}=u(z).$$
Thus $P^*/Q^*$ fits the same data. The hypotheses `hS` and `hu` supply the two symmetries, and the rewrites in the `fit` field follow the displayed equalities.

```lean
/-- On a mirror-closed sampling set with mirror-symmetric data, conjugating all coefficients of a
Padé fit gives a Padé fit to the same data. -/
theorem IsPadeFit.conj_fit {n : ℕ} {S : Finset ℂ} {u : ℂ → ℂ} {P Q : ℂ[X]}
    (h : IsPadeFit n S u P Q) (hS : ∀ z ∈ S, conj z ∈ S)
    (hu : ∀ z ∈ S, u (conj z) = conj (u z)) :
    IsPadeFit n S u (conjPoly P) (conjPoly Q) where
  deg_num := by rw [conjPoly, degree_map]; exact h.deg_num
  monic := h.monic.map _
  deg_den := by rw [conjPoly, natDegree_map]; exact h.deg_den
  no_pole z hz := by
    rw [eval_conjPoly]
    exact (_root_.map_ne_zero _).2 (h.no_pole _ (hS z hz))
  fit z hz := by
    rw [eval_conjPoly, eval_conjPoly, ← map_div₀, h.fit _ (hS z hz), hu z hz,
      Complex.conj_conj]
```

## Two fits agree after cross-multiplication

The next step needs a degree bound. If $\deg A<n$ and $\deg B=n$, then $AB$ is either zero or has degree $\deg A+n<2n$. Lean treats $A=0$ separately.

```lean
/-- A polynomial of degree below `n` times one of degree `n` has degree below `2 n`. -/
theorem degree_mul_lt {n : ℕ} {A B : ℂ[X]} (hA : A.degree < n) (hB : B.degree = n) :
    (A * B).degree < ((2 * n : ℕ) : WithBot ℕ) := by
  rcases eq_or_ne A 0 with rfl | h
  · rw [zero_mul, degree_zero]
    exact WithBot.bot_lt_coe _
  · rw [degree_eq_natDegree h] at hA
    have hA' : A.natDegree < n := by exact_mod_cast hA
    rw [degree_mul, hB, degree_eq_natDegree h]
    exact_mod_cast (by omega : A.natDegree + n < 2 * n)
```

Let $P/Q$ and $P'/Q'$ be two fits to the same data. At each sampling point,
$$\frac{P(z)}{Q(z)}=u(z)=\frac{P'(z)}{Q'(z)}
\quad\Longrightarrow\quad P(z)Q'(z)=P'(z)Q(z).$$
Both products have degree below $2n$. Their difference would therefore have fewer than $2n$ zeros if it were nonzero, yet it vanishes at $2n$ or more points. Hence $PQ'=P'Q$ as polynomials. The lemma `eq_of_degrees_lt_of_eval_finset_eq` performs this zero count, and `div_eq_div_iff` clears the denominators.

```lean
/-- Two Padé fits with `n` poles to the same data at `2 n` or more points satisfy the
cross-multiplied identity `P Q' = P' Q`. -/
theorem IsPadeFit.cross_mul {n : ℕ} {S : Finset ℂ} {u : ℂ → ℂ} {P Q P' Q' : ℂ[X]}
    (h : IsPadeFit n S u P Q) (h' : IsPadeFit n S u P' Q') (hcard : 2 * n ≤ S.card) :
    P * Q' = P' * Q := by
  have hQ : Q.degree = n := by rw [degree_eq_natDegree h.monic.ne_zero, h.deg_den]
  have hQ' : Q'.degree = n := by rw [degree_eq_natDegree h'.monic.ne_zero, h'.deg_den]
  have hc : ((2 * n : ℕ) : WithBot ℕ) ≤ (S.card : WithBot ℕ) := by exact_mod_cast hcard
  -- both sides have degree below the number of points at which they agree
  refine eq_of_degrees_lt_of_eval_finset_eq S
    ((degree_mul_lt h.deg_num hQ').trans_le hc)
    ((degree_mul_lt h'.deg_num hQ).trans_le hc) ?_
  intro z hz
  rw [eval_mul, eval_mul]
  exact (div_eq_div_iff (h.no_pole z hz) (h'.no_pole z hz)).1
    ((h.fit z hz).trans (h'.fit z hz).symm)
```

## Coprimality makes both polynomials real

Apply the identity to the conjugated fit: $PQ^*=P^*Q$. Coprimality, `IsCoprime P Q`, means that there are polynomials $\alpha,\beta$ with $\alpha P+\beta Q=1$. Multiplying by $Q^*$ gives
$$Q^*=\alpha PQ^*+\beta QQ^*=Q(\alpha P^*+\beta Q^*),$$
so $Q$ divides $Q^*$. Both are monic of degree $n$; the quotient is therefore the constant 1, and $Q^*=Q$. The identity becomes $PQ=P^*Q$, and cancelling the nonzero polynomial $Q$ gives $P=P^*$.

The theorem `pade_real` states that a coprime fit to mirror-symmetric data on a mirrored set of at least $2n$ points has real coefficients in numerator and denominator. In its proof, `hdvd` is the divisibility, `hQ` the equality of denominators and `hP` the equality of numerators.

```lean
/-- **Mirrored sampling makes the Padé approximant real.** If a Padé fit with coprime `P`, `Q` and
`deg Q = n` reproduces mirror-symmetric data at `2 n` or more points closed under conjugation,
then `P` and `Q` have real coefficients. -/
theorem pade_real {n : ℕ} {S : Finset ℂ} {u : ℂ → ℂ} {P Q : ℂ[X]}
    (h : IsPadeFit n S u P Q) (hcop : IsCoprime P Q) (hcard : 2 * n ≤ S.card)
    (hS : ∀ z ∈ S, conj z ∈ S) (hu : ∀ z ∈ S, u (conj z) = conj (u z)) :
    HasRealCoeffs P ∧ HasRealCoeffs Q := by
  have h' := h.conj_fit hS hu
  have hx := h.cross_mul h' hcard
  -- coprimality turns the cross-multiplied identity into divisibility of the denominators
  have hdvd : Q ∣ conjPoly Q :=
    hcop.symm.dvd_of_dvd_mul_left ⟨conjPoly P, by rw [hx, mul_comm]⟩
  have hQ : conjPoly Q = Q :=
    eq_of_monic_of_dvd_of_natDegree_le h.monic h'.monic hdvd
      (by rw [h.deg_den, h'.deg_den])
  -- equal denominators force equal numerators
  rw [hQ] at hx
  have hP : P = conjPoly P := mul_right_cancel₀ h.monic.ne_zero hx
  exact ⟨(hasRealCoeffs_iff P).2 hP.symm, (hasRealCoeffs_iff Q).2 hQ⟩
```

For the poles, let $a$ be a zero of $Q$ of multiplicity $m$, with $m=0$ if it is not a zero. Then
$$Q(z)=(z-a)^mR(z),\quad R(a)\neq0,$$
and conjugating coefficients gives
$$Q^*(z)=(z-\bar a)^mR^*(z),\quad R^*(\bar a)=\overline{R(a)}\neq0.$$
Since $Q^*=Q$, the multiplicity at $\bar a$ is also $m$. Lean obtains this from the preservation of root multiplicity under an injective coefficient map. Because $P$ and $Q$ are coprime, these zeros are the actual poles of $P/Q$, with the same orders.

```lean
/-- If a Padé fit with coprime `P`, `Q` and `deg Q = n` reproduces mirror-symmetric data at `2 n` or
more points closed under conjugation, then every `a` and its mirror point `conj a` have the same
multiplicity as zeros of `Q` (zero if they are not zeros). -/
theorem pade_poles_paired {n : ℕ} {S : Finset ℂ} {u : ℂ → ℂ} {P Q : ℂ[X]}
    (h : IsPadeFit n S u P Q) (hcop : IsCoprime P Q) (hcard : 2 * n ≤ S.card)
    (hS : ∀ z ∈ S, conj z ∈ S) (hu : ∀ z ∈ S, u (conj z) = conj (u z)) (a : ℂ) :
    Q.rootMultiplicity (conj a) = Q.rootMultiplicity a := by
  have hQ : Q.map (starRingEnd ℂ) = Q :=
    (hasRealCoeffs_iff Q).1 (pade_real h hcop hcard hS hu).2
  have hm := eq_rootMultiplicity_map (p := Q) (starRingEnd ℂ).injective a
  rw [hQ] at hm
  exact hm.symm
```

When a $GW$ self-energy element is continued from the imaginary axis by exact Padé interpolation of scalar data, mirrored sampling at $2n$ or more points with mirror-symmetric data thus excludes unpaired non-real poles of a fit $P/Q$ of the above form. If $P$ and $Q$ have common factors, cancelling them leaves a coprime fit of lower degree to the same data, and the theorem applies to that fit. Real coefficients do not make the poles real: a non-real pair still places one pole in the upper half-plane, where a retarded function should be analytic. They do make $P/Q$ real at every real frequency that is not a pole, so the fit has no imaginary part there from which a lifetime could be read.

## Real fits reproduce only mirrored data

Conversely, if $P^*=P$ and $Q^*=Q$, then $P(\bar z)=\overline{P(z)}$, and likewise for $Q$. On a mirrored set,
$$u(\bar z)=\frac{P(\bar z)}{Q(\bar z)}=\overline{\left(\frac{P(z)}{Q(z)}\right)}=\overline{u(z)}.$$
This direction requires neither coprimality nor a minimum number of points. The auxiliary statement `e` is the evaluation identity for a real polynomial.

```lean
/-- Converse: a Padé fit with real coefficients on a mirror-closed sampling set can only reproduce
mirror-symmetric data. -/
theorem data_mirrored_of_real {n : ℕ} {S : Finset ℂ} {u : ℂ → ℂ} {P Q : ℂ[X]}
    (h : IsPadeFit n S u P Q) (hS : ∀ z ∈ S, conj z ∈ S)
    (hP : HasRealCoeffs P) (hQ : HasRealCoeffs Q) :
    ∀ z ∈ S, u (conj z) = conj (u z) := by
  intro z hz
  have e : ∀ R : ℂ[X], HasRealCoeffs R → R.eval (conj z) = conj (R.eval z) := by
    intro R hR
    have hr := eval_conjPoly R (conj z)
    rwa [(hasRealCoeffs_iff R).1 hR, Complex.conj_conj] at hr
  rw [← h.fit _ (hS z hz), ← h.fit z hz, map_div₀, e P hP, e Q hQ]
```

## One-sided samples and common factors

Take $n=1$ and sample $u(z)=z$ only at $i$ and $2i$. The fit $2/(z-3i)$ is correct at both points:
$$\frac{2}{i-3i}=i,\qquad \frac{2}{2i-3i}=2i.$$
The numerator is a nonzero constant, so the pair is coprime, but the denominator has constant coefficient $-3i$. The function is mirror-symmetric and there are $2n$ points; what fails is the closure of the sampling set. Here $u(z)=z$ is a mathematical test function, not a physical self-energy, since it grows without bound at large $|z|$. The proof checks the two points separately using $i^2=-1$.

```lean
/-- One-sided sampling is not enough: the mirror-symmetric function `u(z) = z`, sampled at the two
points `i` and `2i` only, has the coprime one-pole fit `2 / (z - 3i)`, whose denominator is
not real. -/
theorem one_sided_sampling_not_real :
    ({Complex.I, 2 * Complex.I} : Finset ℂ).card = 2 ∧
    IsPadeFit 1 {Complex.I, 2 * Complex.I} (fun z => z) (C 2) (X - C (3 * Complex.I)) ∧
    IsCoprime (C 2 : ℂ[X]) (X - C (3 * Complex.I)) ∧
    ¬ HasRealCoeffs (X - C (3 * Complex.I)) := by
  have hne : ∀ z ∈ ({Complex.I, 2 * Complex.I} : Finset ℂ),
      (X - C (3 * Complex.I)).eval z ≠ 0 := by
    intro z hz h
    simp only [Finset.mem_insert, Finset.mem_singleton] at hz
    simp only [eval_sub, eval_X, eval_C] at h
    have him := congrArg Complex.im h
    rcases hz with rfl | rfl <;> norm_num at him
  refine ⟨Finset.card_pair ?_, ⟨?_, monic_X_sub_C _, natDegree_X_sub_C _, hne, ?_⟩, ?_, ?_⟩
  · intro h
    have him := congrArg Complex.im h
    norm_num at him
  · rw [degree_C two_ne_zero]
    norm_num
  · intro z hz
    rw [div_eq_iff (hne z hz)]
    simp only [Finset.mem_insert, Finset.mem_singleton] at hz
    simp only [eval_sub, eval_X, eval_C]
    rcases hz with rfl | rfl <;> linear_combination 2 * Complex.I_sq
  · refine ⟨C (1 / 2), 0, ?_⟩
    rw [zero_mul, add_zero, ← C_mul]
    norm_num
  · intro h
    have h0 := h 0
    norm_num [coeff_sub, coeff_X_zero, coeff_C_zero] at h0
```

On the mirrored points $\pm2i$, zero data are fitted by $0/(z-i)$. The denominator is non-real and shares the factor $z-i$ with the zero numerator, so coprimality fails. Cancelling the factor leaves $0/1$, which has no pole: the zero at $i$ belongs to the chosen representation of the function. Lean checks the mirror closure, the fit and the non-real constant coefficient $-i$.

```lean
/-- Coprimality is needed: on the mirrored points `2i` and `-2i`, zero data are fitted by
`0 / (z - i)`, whose denominator is not real. -/
theorem common_factor_not_real :
    ({2 * Complex.I, -(2 * Complex.I)} : Finset ℂ).card = 2 ∧
    (∀ z ∈ ({2 * Complex.I, -(2 * Complex.I)} : Finset ℂ),
      conj z ∈ ({2 * Complex.I, -(2 * Complex.I)} : Finset ℂ)) ∧
    IsPadeFit 1 {2 * Complex.I, -(2 * Complex.I)} (fun _ => 0) 0 (X - C Complex.I) ∧
    ¬ HasRealCoeffs (X - C Complex.I) := by
  have hc : conj (2 * Complex.I) = -(2 * Complex.I) := by
    apply Complex.ext <;> simp
  refine ⟨Finset.card_pair ?_, ?_,
    ⟨?_, monic_X_sub_C _, natDegree_X_sub_C _, ?_, ?_⟩, ?_⟩
  · intro h
    have him := congrArg Complex.im h
    norm_num at him
  · intro z hz
    simp only [Finset.mem_insert, Finset.mem_singleton] at hz
    rcases hz with rfl | rfl
    · rw [hc]
      simp
    · rw [map_neg, hc, neg_neg]
      simp
  · rw [degree_zero]
    exact WithBot.bot_lt_coe _
  · intro z hz h
    simp only [Finset.mem_insert, Finset.mem_singleton] at hz
    simp only [eval_sub, eval_X, eval_C] at h
    have him := congrArg Complex.im h
    rcases hz with rfl | rfl <;> norm_num at him
  · intro z _
    rw [eval_zero, zero_div]
  · intro h
    have h0 := h 0
    norm_num [coeff_sub, coeff_X_zero, coeff_C_zero] at h0

end MirroredPade
```

```lean
#print axioms MirroredPade.pade_poles_paired
-- 'MirroredPade.pade_poles_paired' depends on axioms: [propext, Classical.choice, Quot.sound]
#print axioms MirroredPade.data_mirrored_of_real
-- 'MirroredPade.data_mirrored_of_real' depends on axioms: [propext, Classical.choice, Quot.sound]
#print axioms MirroredPade.one_sided_sampling_not_real
-- 'MirroredPade.one_sided_sampling_not_real' depends on axioms: [propext, Classical.choice, Quot.sound]
#print axioms MirroredPade.common_factor_not_real
-- 'MirroredPade.common_factor_not_real' depends on axioms: [propext, Classical.choice, Quot.sound]
```
